# A dimension-two mass fractal with exponential cutoff scatters in proportion to \(1/(1+q^2L^2)\)

If a power law is fitted to the scattering curve of a dimension-two mass fractal at wave numbers \(q\) near \(1/L\), where \(L\) is the length of its exponential cutoff, the fitted dimension comes out too small. The exact intensity, \(L^2/(1+q^2L^2)\) up to a constant prefactor, shows how large \(qL\) must be before the exponent two can be read off.

```lean
import Mathlib

open MeasureTheory Set Filter Topology

namespace FractalScattering

noncomputable section

/-- Pair correlation `r^(D-3) exp(-r/L)` of a mass fractal of dimension `D` with exponential
cutoff length `L`, for `r > 0` and `L > 0`. -/
def massFractal (D L r : ℝ) : ℝ := r ^ (D - 3) * Real.exp (-r / L)

/-- Debye integral of an isotropic pair correlation `g` at wave number `q`, without the constant
prefactor `4π`; here `sinc x` is `sin x / x`, with value one at `x = 0`. -/
def scattering (g : ℝ → ℝ) (q : ℝ) : ℝ :=
  ∫ r in Ioi (0 : ℝ), r ^ 2 * g r * Real.sinc (q * r)

/-- The sine transform of an exponential with decay length `L > 0` is `q L² / (1 + q² L²)`. -/
theorem integral_exp_mul_sin {L : ℝ} (hL : 0 < L) (q : ℝ) :
    ∫ r in Ioi (0 : ℝ), Real.exp (-r / L) * Real.sin (q * r)
      = q * L ^ 2 / (1 + q ^ 2 * L ^ 2) := by
  -- the integrand is the imaginary part of `exp (a r)` with `a = -1/L + i q`
  obtain ⟨a, hre, him⟩ : ∃ a : ℂ, a.re = -(1 / L) ∧ a.im = q := ⟨⟨_, _⟩, rfl, rfl⟩
  have ha : a.re < 0 := by
    have := one_div_pos.mpr hL
    rw [hre]
    linarith
  have hpt : ∀ r : ℝ, RCLike.im (Complex.exp (a * r))
      = Real.exp (-r / L) * Real.sin (q * r) := by
    intro r
    change (Complex.exp (a * r)).im = _
    rw [Complex.exp_im, Complex.re_mul_ofReal, Complex.im_mul_ofReal, hre, him,
      show -(1 / L) * r = -r / L by ring]
  have hN : -(1 / L) * -(1 / L) + q * q = (1 + q ^ 2 * L ^ 2) / L ^ 2 := by
    have hLL : 1 / L * L = 1 := one_div_mul_cancel hL.ne'
    rw [eq_div_iff (by positivity)]
    linear_combination (1 / L * L + 1) * hLL
  calc ∫ r in Ioi (0 : ℝ), Real.exp (-r / L) * Real.sin (q * r)
      = ∫ r in Ioi (0 : ℝ), RCLike.im (Complex.exp (a * r)) := by simp only [hpt]
    _ = RCLike.im (∫ r in Ioi (0 : ℝ), Complex.exp (a * r)) :=
        integral_im (integrableOn_exp_mul_complex_Ioi ha 0)
    _ = q * L ^ 2 / (1 + q ^ 2 * L ^ 2) := by
        rw [integral_exp_mul_complex_Ioi ha 0, Complex.ofReal_zero, mul_zero, Complex.exp_zero]
        change ((-1 : ℂ) / a).im = _
        rw [Complex.div_im, Complex.normSq_apply, hre, him]
        simp only [Complex.neg_re, Complex.neg_im, Complex.one_re, Complex.one_im]
        rw [hN, ← div_div_eq_mul_div q]
        ring

/-- For `L > 0` and `q ≠ 0`, the integral of `exp(-r/L) sin(qr)/q` over `r > 0` equals
`L² / (1 + q² L²)`. -/
theorem integral_exp_mul_sin_div {L q : ℝ} (hL : 0 < L) (hq : q ≠ 0) :
    ∫ r in Ioi (0 : ℝ), Real.exp (-r / L) * Real.sin (q * r) / q
      = L ^ 2 / (1 + q ^ 2 * L ^ 2) := by
  rw [integral_div, integral_exp_mul_sin hL, div_right_comm, mul_div_cancel_left₀ _ hq]

/-- A mass fractal of dimension two with exponential cutoff length `L > 0` scatters as
`L² / (1 + q² L²)` at every wave number `q`. -/
theorem scattering_massFractal_two {L : ℝ} (hL : 0 < L) (q : ℝ) :
    scattering (massFractal 2 L) q = L ^ 2 / (1 + q ^ 2 * L ^ 2) := by
  have hpow : ∀ r : ℝ, r ^ ((2 : ℝ) - 3) = r⁻¹ := fun r => by
    rw [show (2 : ℝ) - 3 = -1 by norm_num, Real.rpow_neg_one]
  unfold scattering massFractal
  by_cases hq : q = 0
  · -- forward scattering is a Gamma integral
    subst hq
    have key : ∀ r ∈ Ioi (0 : ℝ),
        r ^ 2 * (r ^ ((2 : ℝ) - 3) * Real.exp (-r / L)) * Real.sinc (0 * r)
          = r ^ ((2 : ℝ) - 1) * Real.exp (-(1 / L * r)) := by
      intro r hr
      have hr0 : r ≠ 0 := ne_of_gt hr
      rw [hpow, zero_mul, Real.sinc_zero, show (2 : ℝ) - 1 = 1 by norm_num, Real.rpow_one,
        show -(1 / L * r) = -r / L by ring]
      field_simp
    rw [setIntegral_congr_fun measurableSet_Ioi key,
      Real.integral_rpow_mul_exp_neg_mul_Ioi two_pos (one_div_pos.mpr hL),
      Real.Gamma_two, one_div_one_div, Real.rpow_two]
    simp
  · -- otherwise the powers of `r` cancel and the sine integral remains
    have key : ∀ r ∈ Ioi (0 : ℝ),
        r ^ 2 * (r ^ ((2 : ℝ) - 3) * Real.exp (-r / L)) * Real.sinc (q * r)
          = Real.exp (-r / L) * Real.sin (q * r) / q := by
      intro r hr
      have hr0 : r ≠ 0 := ne_of_gt hr
      rw [hpow, Real.sinc_of_ne_zero (mul_ne_zero hq hr0)]
      field_simp
    rw [setIntegral_congr_fun measurableSet_Ioi key, integral_exp_mul_sin_div hL hq]

/-- For `L > 0` the inverse intensity of the two-dimensional mass fractal is linear in `q²`, with
intercept `1/L²` and slope one. -/
theorem inv_scattering {L : ℝ} (hL : 0 < L) (q : ℝ) :
    (scattering (massFractal 2 L) q)⁻¹ = (L ^ 2)⁻¹ + q ^ 2 := by
  have hL2 : L ^ 2 ≠ 0 := by positivity
  rw [scattering_massFractal_two hL, inv_div, add_div, mul_div_cancel_right₀ _ hL2, one_div]

/-- For `L > 0` the product of `q²` and the intensity falls short of one by exactly
`1 / (1 + (qL)²)`. -/
theorem sq_mul_scattering {L : ℝ} (hL : 0 < L) (q : ℝ) :
    q ^ 2 * scattering (massFractal 2 L) q = 1 - (1 + (q * L) ^ 2)⁻¹ := by
  have hD : 1 + q ^ 2 * L ^ 2 ≠ 0 := by positivity
  rw [scattering_massFractal_two hL, mul_pow, eq_sub_iff_add_eq, ← mul_div_assoc, ← one_div,
    ← add_div, add_comm (q ^ 2 * L ^ 2) 1, div_self hD]

/-- Whenever `qL` tends to infinity, with `q` and the cutoff length `L > 0` both allowed to vary,
`q²` times the intensity tends to one. -/
theorem tendsto_sq_mul_scattering {ι : Type*} {l : Filter ι} {q L : ι → ℝ}
    (hL : ∀ i, 0 < L i) (h : Tendsto (fun i => q i * L i) l atTop) :
    Tendsto (fun i => q i ^ 2 * scattering (massFractal 2 (L i)) (q i)) l (𝓝 1) := by
  have h1 : Tendsto (fun i => 1 + (q i * L i) ^ 2) l atTop :=
    tendsto_atTop_add_const_left l 1 ((tendsto_pow_atTop two_ne_zero).comp h)
  have h2 : Tendsto (fun i => 1 - (1 + (q i * L i) ^ 2)⁻¹) l (𝓝 (1 - 0)) :=
    (tendsto_inv_atTop_zero.comp h1).const_sub 1
  rw [sub_zero] at h2
  exact h2.congr fun i => (sq_mul_scattering (hL i) (q i)).symm

/-- At fixed cutoff length `L > 0` the intensity tends to `L²` as `q` tends to zero. -/
theorem tendsto_scattering_zero {L : ℝ} (hL : 0 < L) :
    Tendsto (scattering (massFractal 2 L)) (𝓝 0) (𝓝 (L ^ 2)) := by
  have hc : Continuous fun q : ℝ => L ^ 2 / (1 + q ^ 2 * L ^ 2) :=
    continuous_const.div (by fun_prop) (fun q => by positivity)
  exact (hc.tendsto' 0 (L ^ 2) (by simp)).congr fun q => (scattering_massFractal_two hL q).symm

/-- At fixed `L > 0`, if `q^α` times the intensity has a finite non-zero limit `c` as `q` tends to
infinity, then `α = 2` and `c = 1`. -/
theorem exponent_unique {L α c : ℝ} (hL : 0 < L) (hc : c ≠ 0)
    (h : Tendsto (fun q : ℝ => q ^ α * scattering (massFractal 2 L) q) atTop (𝓝 c)) :
    α = 2 ∧ c = 1 := by
  have h2 : Tendsto (fun q : ℝ => q ^ 2 * scattering (massFractal 2 L) q) atTop (𝓝 1) :=
    tendsto_sq_mul_scattering (q := fun q => q) (L := fun _ => L) (fun _ => hL)
      (tendsto_id.atTop_mul_const hL)
  -- the ratio of the two scaled intensities is the pure power `q^(α-2)`
  have h3 : Tendsto (fun q : ℝ => q ^ (α - 2)) atTop (𝓝 c) := by
    have h4 := h.div h2 one_ne_zero
    rw [div_one] at h4
    refine h4.congr' ?_
    filter_upwards [eventually_gt_atTop (0 : ℝ)] with q hq
    have hI : scattering (massFractal 2 L) q ≠ 0 := by
      rw [scattering_massFractal_two hL]
      positivity
    simp only [Pi.div_apply]
    rw [Real.rpow_sub hq, Real.rpow_two, mul_div_mul_right _ _ hI]
  rcases lt_trichotomy α 2 with hα | hα | hα
  · have h5 := tendsto_rpow_neg_atTop (sub_pos.mpr hα)
    rw [neg_sub] at h5
    exact absurd (tendsto_nhds_unique h3 h5) hc
  · refine ⟨hα, ?_⟩
    simp only [hα, sub_self, Real.rpow_zero] at h3
    exact tendsto_nhds_unique h3 tendsto_const_nhds
  · exact absurd h3 (not_tendsto_nhds_of_tendsto_atTop (tendsto_rpow_atTop (sub_pos.mpr hα)) c)

end

end FractalScattering
```

```lean
#print axioms FractalScattering.scattering_massFractal_two
-- 'FractalScattering.scattering_massFractal_two' depends on axioms: [propext, Classical.choice, Quot.sound]
#print axioms FractalScattering.inv_scattering
-- 'FractalScattering.inv_scattering' depends on axioms: [propext, Classical.choice, Quot.sound]
#print axioms FractalScattering.tendsto_scattering_zero
-- 'FractalScattering.tendsto_scattering_zero' depends on axioms: [propext, Classical.choice, Quot.sound]
#print axioms FractalScattering.exponent_unique
-- 'FractalScattering.exponent_unique' depends on axioms: [propext, Classical.choice, Quot.sound]
```

## The intensity and its two limits

The definition `scattering g q` is the Debye integral of an isotropic pair correlation \(g\),

\[
I(q)=\int_0^\infty r^2\,g(r)\,\operatorname{sinc}(qr)\,dr ,
\]

where \(\operatorname{sinc}x=\sin x/x\) and \(\operatorname{sinc}0=1\). The correlation `massFractal D L r` is \(r^{D-3}e^{-r/L}\), with \(D\) the fractal dimension. The theorems set \(D=2\) and assume \(L>0\).

- `scattering_massFractal_two` gives \(I(q)=L^2/(1+q^2L^2)\) for every real \(q\), including zero. The version with \(\sin(qr)/q\) in the integrand, `integral_exp_mul_sin_div`, assumes \(q\neq0\).
- `inv_scattering` says that \(1/I(q)=1/L^2+q^2\), so a plot of inverse intensity against \(q^2\) is a straight line.
- `sq_mul_scattering` says that \(q^2I(q)=1-1/(1+(qL)^2)\).
- `tendsto_sq_mul_scattering` says that \(q^2I\to1\) whenever \(qL\to\infty\). Here `q` and `L` are functions of an index `i`, and the filter `l` says how the index moves, so both quantities may vary.
- `tendsto_scattering_zero` says that \(I(q)\to L^2\) as \(q\to0\) at fixed \(L\).
- `exponent_unique` says that if \(q^\alpha I(q)\) has a finite non-zero limit \(c\) as \(q\to\infty\) at fixed \(L\), then \(\alpha=2\) and \(c=1\).

## What the model represents

The factor \(\operatorname{sinc}(qr)\) is the average of the phase \(e^{i\mathbf q\cdot\mathbf r}\) over all orientations, and \(r^2\,dr\) is the radial part of the volume element. The angular factor \(4\pi\) is left out, as are the contrast and the amplitude of \(g\), so \(I\) has the dimension of an area and \(q^2I\) is a pure number.

In a mass fractal the mass within distance \(r\) of a typical point grows as \(r^D\), which makes the density around that point fall as \(r^{D-3}\). The exponential is postulated: it stands for the finite size of the aggregate, and another cutoff function would give another curve. The model has no smallest building block, so the power law continues to arbitrarily large \(q\). In a real aggregate it ends where \(1/q\) reaches the size of the primary particles.

A numerical Debye transform in simulation code can be compared with this closed form, for this one correlation function with \(D=2\).

## From a complex exponential to the intensity

Let \(a=-1/L+iq\). Since \(\operatorname{Re}a<0\), the integral of \(e^{ar}\) over \(r>0\) converges to \(-1/a\). Its imaginary part is the sine transform:

\[
\int_0^\infty e^{-r/L}\sin(qr)\,dr
=\operatorname{Im}\frac{-1}{a}
=\frac{\operatorname{Im}a}{|a|^2}
=\frac{q}{1/L^2+q^2}
=\frac{qL^2}{1+q^2L^2}.
\]

The theorem `integral_exp_mul_sin` takes these steps in the same order. Its `hpt` identifies the integrand as an imaginary part, `integral_im` moves the imaginary part outside the integral, and `hN` evaluates \(|a|^2\). Division by \(q\neq0\) then gives `integral_exp_mul_sin_div`.

For \(D=2\) and \(q\neq0\) the powers of \(r\) in the Debye integrand cancel:

\[
r^2\cdot r^{-1}e^{-r/L}\cdot\frac{\sin(qr)}{qr}=e^{-r/L}\,\frac{\sin(qr)}{q}.
\]

At \(q=0\) the sinc factor is one, and the integral is

\[
I(0)=\int_0^\infty r\,e^{-r/L}\,dr=\Gamma(2)\,L^2=L^2 ,
\]

which agrees with the general formula. The proof of `scattering_massFractal_two` splits into these two cases. In each, `key` is the pointwise identity for \(r>0\), and `setIntegral_congr_fun` carries it into the integral.

Inverting the result gives \(1/I=(1+q^2L^2)/L^2=1/L^2+q^2\). Multiplying it by \(q^2\) gives

\[
q^2I(q)=\frac{q^2L^2}{1+q^2L^2}=1-\frac{1}{1+(qL)^2}.
\]

The last term vanishes as \(qL\to\infty\), which is the whole argument of `tendsto_sq_mul_scattering`. For \(q\to0\), the function \(L^2/(1+q^2L^2)\) is continuous because its denominator is never zero, so its limit is its value \(L^2\) at \(q=0\).

## Why the exponent at large \(q\) can only be two

Suppose \(q^\alpha I(q)\to c\neq0\) at fixed \(L\). Since \(q^2I(q)\to1\), the ratio of the two also tends to \(c\), and for \(q>0\) the intensity cancels from it:

\[
\frac{q^\alpha I(q)}{q^2I(q)}=q^{\alpha-2}\to c .
\]

If \(\alpha<2\), this power tends to zero, which contradicts \(c\neq0\). If \(\alpha>2\), it diverges. Only \(\alpha=2\) remains, where the power is constantly one and so \(c=1\). In Lean, `h3` is the limit of the ratio and `lt_trichotomy` separates the three cases. Without \(c\neq0\) the conclusion would fail: for \(\alpha=1\) the limit exists and is zero.

## An infinite cutoff, and one point on the curve

Hold \(q>0\) fixed and let \(L\to\infty\). Then \(qL\to\infty\), so \(q^2I\to1\), and the intensity approaches the pure power law \(1/q^2\). The limit is taken after the integration: if the exponential is left out from the start, the integrand is \(\sin(qr)/q\) and the Debye integral does not converge.

For a finite cutoff take \(L=10\ \text{nm}\) and \(q=0.3\ \text{nm}^{-1}\), so that \(qL=3\). Then

\[
I=\frac{100\ \text{nm}^2}{1+9}=10\ \text{nm}^2,\qquad q^2I=0.09\times10=0.9=1-\tfrac1{10}.
\]

Differentiating the closed form, a step taken here and not in the Lean file, gives the local exponent

\[
-\frac{d\ln I}{d\ln q}=\frac{2(qL)^2}{1+(qL)^2}.
\]

This is 1.8 at \(qL=3\) and only 1 at \(qL=1\), although the fractal dimension is two in both cases.
